# Some kernel matrix reproduces a Bethe–Salpeter target exactly when the target vanishes, from both sides, on every null combination of transition densities

Let the rows of a complex matrix $\Phi$ be transition densities on a finite grid, and let $W$ be a target matrix between the transitions. A kernel matrix $f$ with $\Phi f\Phi^\dagger=W$ exists if and only if every vector $v$ with $\Phi^\dagger v=0$ satisfies $Wv=0$ and $v^\dagger W=0$. All targets can be reached if and only if the densities are linearly independent. In that case, with $G=\Phi\Phi^\dagger$, the kernel $\Phi^\dagger G^{-1}WG^{-1}\Phi$ reproduces $W$ and has a strictly smaller Frobenius norm than any other kernel that does.

## Asking a density kernel for excitonic matrix elements

The Bethe–Salpeter equation describes bound excitons through the interaction of an electron with a hole, which appears as a coupling between electron–hole pair states. Time-dependent density functional theory has a kernel that acts only on densities, so two pair states enter its coupling through their transition densities alone. Can such a kernel give the same matrix elements? In the Tamm–Dancoff approximation, with a static kernel and a finite set of transitions, a positive answer means that both methods diagonalise the same matrix and find the same excitation energies. Equal matrices are sufficient for this, though not necessary.

Here $W$ is the whole matrix that the kernel has to supply, not the screened Coulomb interaction that usually bears this letter. If the Hartree term is common to both methods, it can be left out of $W$, and $f$ is then the exchange–correlation part. Any difference between quasiparticle and Kohn–Sham transition energies belongs in $W$.

The finite type `m` labels the transitions and `n` the grid points.

```lean
import Mathlib

open Matrix
open scoped ComplexOrder

namespace TDDFTKernelFitting

noncomputable section

variable {m n : Type*} [Fintype m] [Fintype n] [DecidableEq m] [DecidableEq n]
```

The coupling between transitions $i$ and $j$ is

$$(\Phi f\Phi^\dagger)_{ij}=\sum_{x,y}\Phi_{ix}\,f_{xy}\,\overline{\Phi_{jy}} .$$

Textbooks usually conjugate the left density. In that convention row $i$ of $\Phi$ holds the conjugate of the transition density; for real orbitals there is no difference. Quadrature weights are absorbed in $\Phi$.

The kernel is an arbitrary complex matrix. It need not be Hermitian or local, and the step from such a matrix to the functional derivative of an exchange–correlation potential is not treated here.

```lean
/-- The matrix of a kernel `f` between transitions, whose densities on the grid are the
rows of `Φ`. -/
def couplingMatrix (Φ : Matrix m n ℂ) (f : Matrix n n ℂ) : Matrix m m ℂ :=
  Φ * f * Φᴴ
```

The overlaps of the densities form the Gram matrix $G=\Phi\Phi^\dagger$, called `overlap` in Lean.

```lean
/-- The overlap (Gram) matrix of the transition densities. -/
def overlap (Φ : Matrix m n ℂ) : Matrix m m ℂ :=
  Φ * Φᴴ
```

The candidate kernel is $\Phi^\dagger G^{-1}WG^{-1}\Phi$. Lean assigns a value to the inverse even when $G$ is singular, but the theorems about this kernel assume independent densities, for which $G$ is invertible.

```lean
/-- The kernel `Φᴴ G⁻¹ W G⁻¹ Φ` built from a target matrix `W` and the overlap `G`, for
linearly independent transition densities. -/
def fittedKernel (Φ : Matrix m n ℂ) (W : Matrix m m ℂ) : Matrix n n ℂ :=
  Φᴴ * (overlap Φ)⁻¹ * W * (overlap Φ)⁻¹ * Φ
```

The size of a kernel is measured by $\|f\|^2=\sum_{x,y}|f_{xy}|^2$. If the quadrature weights $w_x$ are instead shared between densities and kernel, with a factor $\sqrt{w_x}$ in each density and $f_{xy}=\sqrt{w_xw_y}\,f(\mathbf r_x,\mathbf r_y)$, this is the discretised form of $\iint|f(\mathbf r,\mathbf r')|^2$.

```lean
/-- The squared Frobenius norm of a kernel on the grid. -/
def kernelNormSq (f : Matrix n n ℂ) : ℝ :=
  ∑ x, ∑ y, ‖f x y‖ ^ 2
```

## Inverting a matrix on its range

When the densities are dependent, $\Phi^\dagger$ has no left inverse. A weaker inverse is enough: for any matrix $A$ there is a $B$ with $ABA=A$.

As a map onto its own range, $A$ is surjective, so there is a linear map $g$ from the range back to the domain with $A\,g(y)=y$. Extend $g$ linearly to the whole space and let $B$ be the matrix of the extension. For every $v$,

$$ABAv=A\,g(Av)=Av .$$

In the proof, `g` is the right inverse, `h` its extension, and `h1` records that the two agree on $Av$.

```lean
/-- Every complex matrix `A` has a generalised inverse `B` with `A B A = A`. -/
theorem exists_generalised_inverse (A : Matrix n m ℂ) :
    ∃ B : Matrix m n ℂ, A * B * A = A := by
  -- invert `A` on its range, then extend the inverse to the whole space
  obtain ⟨g, hg⟩ := A.mulVecLin.rangeRestrict.exists_rightInverse_of_surjective
    A.mulVecLin.range_rangeRestrict
  obtain ⟨h, hh⟩ := LinearMap.exists_extend g
  have hB : ∀ x, LinearMap.toMatrix' h *ᵥ x = h x := fun x => by
    rw [← Matrix.toLin'_apply, Matrix.toLin'_toMatrix']
  refine ⟨LinearMap.toMatrix' h, Matrix.toLin'.injective (LinearMap.ext fun v => ?_)⟩
  have h1 : h (A *ᵥ v) = g (A.mulVecLin.rangeRestrict v) :=
    LinearMap.congr_fun hh (A.mulVecLin.rangeRestrict v)
  have h2 := congrArg Subtype.val
    (LinearMap.congr_fun hg (A.mulVecLin.rangeRestrict v))
  rw [Matrix.toLin'_apply, Matrix.toLin'_apply, ← Matrix.mulVec_mulVec,
    ← Matrix.mulVec_mulVec, hB, h1]
  exact h2
```

## The two conditions on the target

The equation $\Phi^\dagger v=0$ reads $\sum_i\overline{\Phi_{ix}}\,v_i=0$ for every $x$. After conjugation it says that the densities, combined with coefficients $\overline{v_i}$, cancel at every grid point. A density kernel cannot see such a combination.

Suppose first that $W=\Phi f\Phi^\dagger$ and $\Phi^\dagger v=0$. Then $Wv=\Phi f(\Phi^\dagger v)=0$. Also $v^\dagger\Phi=(\Phi^\dagger v)^\dagger=0$, so $v^\dagger W=0$.

For the converse, take $B$ with $\Phi^\dagger B\Phi^\dagger=\Phi^\dagger$ and set $R=B\Phi^\dagger-1$. Then

$$\Phi^\dagger R=\Phi^\dagger B\Phi^\dagger-\Phi^\dagger=0,$$

so each column of $R$ is a vector to which the two conditions apply. They give $WR=0$ and $R^\dagger W=0$, which means

$$WB\Phi^\dagger=W,\qquad \Phi B^\dagger W=W .$$

The kernel $f=B^\dagger WB$ therefore works:

$$\Phi B^\dagger W B\Phi^\dagger=(\Phi B^\dagger W)B\Phi^\dagger=WB\Phi^\dagger=W .$$

In Lean, `W *ᵥ v` is $Wv$ and `star v ᵥ* W` is $v^\dagger W$. The step `hcol` applies $\Phi^\dagger R=0$ column by column, and `hr` and `hl` are the two resulting identities. For a Hermitian target the two conditions are conjugates of each other, so one suffices.

```lean
/-- A kernel reproducing the target `W` exists exactly when every `v` with `Φᴴ v = 0`
is annihilated by `W` from both sides. -/
theorem exists_kernel_iff (Φ : Matrix m n ℂ) (W : Matrix m m ℂ) :
    (∃ f, couplingMatrix Φ f = W) ↔
      ∀ v, Φᴴ *ᵥ v = 0 → W *ᵥ v = 0 ∧ star v ᵥ* W = 0 := by
  constructor
  · rintro ⟨f, rfl⟩ v hv
    have hl : star v ᵥ* Φ = 0 := by
      have h := Matrix.star_mulVec Φᴴ v
      rw [hv, star_zero, Matrix.conjTranspose_conjTranspose] at h
      exact h.symm
    constructor
    · rw [couplingMatrix, ← Matrix.mulVec_mulVec, hv, Matrix.mulVec_zero]
    · rw [couplingMatrix, Matrix.mul_assoc, ← Matrix.vecMul_vecMul, hl,
        Matrix.zero_vecMul]
  · intro h
    obtain ⟨B, hB⟩ := exists_generalised_inverse Φᴴ
    -- the columns of `R = B Φᴴ - 1` are invisible to the densities
    have hR : Φᴴ * (B * Φᴴ - 1 : Matrix m m ℂ) = 0 := by
      rw [Matrix.mul_sub, ← Matrix.mul_assoc, hB, Matrix.mul_one, sub_self]
    have hcol : ∀ j, Φᴴ *ᵥ (fun k => (B * Φᴴ - 1 : Matrix m m ℂ) k j) = 0 := fun j =>
      funext fun i => congrFun (congrFun hR i) j
    have hr : W * (B * Φᴴ - 1 : Matrix m m ℂ) = 0 := by
      ext i j
      exact congrFun (h _ (hcol j)).1 i
    have hl : (B * Φᴴ - 1 : Matrix m m ℂ)ᴴ * W = 0 := by
      ext j k
      exact congrFun (h _ (hcol j)).2 k
    rw [Matrix.mul_sub, Matrix.mul_one, sub_eq_zero] at hr
    rw [Matrix.conjTranspose_sub, Matrix.conjTranspose_mul,
      Matrix.conjTranspose_conjTranspose, Matrix.conjTranspose_one, Matrix.sub_mul,
      Matrix.one_mul, sub_eq_zero] at hl
    refine ⟨Bᴴ * W * B, ?_⟩
    calc couplingMatrix Φ (Bᴴ * W * B) = (Φ * Bᴴ * W) * (B * Φᴴ) := by
          simp only [couplingMatrix, Matrix.mul_assoc]
      _ = W := by rw [hl, hr]
```

## Independent densities and arbitrary targets

The rows of $\Phi$ are independent when $\sum_i c_i\Phi_{ix}=0$ for all $x$ forces every $c_i$ to vanish. With $c_i=\overline{v_i}$ this sum is the conjugate of $(\Phi^\dagger v)_x$. Independence is therefore the same as the statement that $\Phi^\dagger v=0$ only for $v=0$.

In the proof, `hc` writes the combination as a row vector times $\Phi$, and `hs` supplies the conjugation.

```lean
omit [Fintype n] [DecidableEq m] [DecidableEq n] in
/-- The transition densities are linearly independent exactly when `Φᴴ v = 0` forces
`v = 0`. -/
theorem independent_iff (Φ : Matrix m n ℂ) :
    LinearIndependent ℂ (fun i => Φ i) ↔ ∀ v, Φᴴ *ᵥ v = 0 → v = 0 := by
  have hc : ∀ g : m → ℂ, ∑ i, g i • Φ i = g ᵥ* Φ := fun g => by
    ext x
    simp [Matrix.vecMul, dotProduct, Finset.sum_apply]
  have hs : ∀ v, star (Φᴴ *ᵥ v) = star v ᵥ* Φ := fun v => by
    rw [Matrix.star_mulVec, Matrix.conjTranspose_conjTranspose]
  rw [Fintype.linearIndependent_iff]
  constructor
  · intro h v hv
    have h0 := h (star v) ((hc _).trans (by rw [← hs, hv, star_zero]))
    exact star_eq_zero.mp (funext h0)
  · intro h g hg i
    have h0 : g ᵥ* Φ = 0 := (hc g).symm.trans hg
    have h1 := h (star g) (star_eq_zero.mp (by rw [hs, star_star, h0]))
    exact congrFun (star_eq_zero.mp h1) i
```

If the densities are independent, only $v=0$ has to be checked, and both conditions hold for every $W$. If every $W$ can be reached, so can the identity matrix. For that target the first condition says that $\Phi^\dagger v=0$ implies $v=1v=0$, which is independence.

Independence requires at least as many grid points as transitions. With more transitions than grid points, some target is out of reach.

```lean
/-- Every target matrix is reproduced by some kernel exactly when the transition densities
are linearly independent. -/
theorem every_target_iff (Φ : Matrix m n ℂ) :
    (∀ W, ∃ f, couplingMatrix Φ f = W) ↔ LinearIndependent ℂ (fun i => Φ i) := by
  rw [independent_iff]
  constructor
  · intro h v hv
    -- the identity matrix is the decisive target
    have h1 := ((exists_kernel_iff Φ 1).mp (h 1) v hv).1
    rwa [Matrix.one_mulVec] at h1
  · intro h W
    refine (exists_kernel_iff Φ W).mpr fun v hv => ?_
    rw [h v hv]
    simp
```

## The kernel written with the inverse overlap

Let the densities be independent. If $Gv=0$, then

$$0=v^\dagger\Phi\Phi^\dagger v=\|\Phi^\dagger v\|^2,$$

so $\Phi^\dagger v=0$ and hence $v=0$. Thus $G$ is invertible, and

$$\Phi\left(\Phi^\dagger G^{-1}WG^{-1}\Phi\right)\Phi^\dagger=GG^{-1}\,W\,G^{-1}G=W .$$

The Lean proof obtains `hG`, the invertibility of $\det G$, by contradiction: a zero determinant would give a nonzero $v$ with $Gv=0$. The `calc` block is the displayed line.

```lean
/-- For linearly independent transition densities the fitted kernel reproduces the
target matrix. -/
theorem fittedKernel_reproduces (Φ : Matrix m n ℂ) (W : Matrix m m ℂ)
    (hΦ : LinearIndependent ℂ (fun i => Φ i)) :
    couplingMatrix Φ (fittedKernel Φ W) = W := by
  have hG : IsUnit (overlap Φ).det := by
    rw [isUnit_iff_ne_zero]
    intro h0
    obtain ⟨v, hv, hv0⟩ := Matrix.exists_mulVec_eq_zero_iff.mpr h0
    exact hv ((independent_iff Φ).mp hΦ v
      ((Matrix.self_mul_conjTranspose_mulVec_eq_zero Φ v).mp hv0))
  calc couplingMatrix Φ (fittedKernel Φ W)
      = (Φ * Φᴴ) * (overlap Φ)⁻¹ * W * ((overlap Φ)⁻¹ * (Φ * Φᴴ)) := by
        simp only [couplingMatrix, fittedKernel, Matrix.mul_assoc]
    _ = overlap Φ * (overlap Φ)⁻¹ * W * ((overlap Φ)⁻¹ * overlap Φ) := rfl
    _ = W := by
        rw [Matrix.mul_nonsing_inv _ hG, Matrix.nonsing_inv_mul _ hG, Matrix.one_mul,
          Matrix.mul_one]
```

## The smallest kernel among all solutions

Write $k$ for the fitted kernel, let $f$ be any kernel with $\Phi f\Phi^\dagger=W$, and set $d=f-k$. Subtracting the two equations gives $\Phi d\Phi^\dagger=0$. With $M=(G^{-1}WG^{-1})^\dagger$ we have $k^\dagger=\Phi^\dagger M\Phi$, and the cyclic property of the trace gives

$$\operatorname{tr}(k^\dagger d)=\operatorname{tr}(\Phi^\dagger M\Phi d)=\operatorname{tr}(M\,\Phi d\Phi^\dagger)=0 .$$

The conjugate trace $\operatorname{tr}(d^\dagger k)$ vanishes too. Since $\|f\|^2=\operatorname{tr}(f^\dagger f)$ and $f=k+d$,

$$\|f\|^2=\|k\|^2+\|d\|^2 .$$

In Lean, `ht` is the trace form of the norm, `hd` is $\Phi d\Phi^\dagger=0$, `h1` and `h2` are the vanishing cross terms, and `key` is the expansion of $f^\dagger f$.

```lean
/-- For linearly independent transition densities, the squared norm of any kernel that
reproduces `W` is that of the fitted kernel plus that of their difference. -/
theorem kernelNormSq_eq_add (Φ : Matrix m n ℂ) (W : Matrix m m ℂ)
    (hΦ : LinearIndependent ℂ (fun i => Φ i)) (f : Matrix n n ℂ)
    (hf : couplingMatrix Φ f = W) :
    kernelNormSq f =
      kernelNormSq (fittedKernel Φ W) + kernelNormSq (f - fittedKernel Φ W) := by
  have ht : ∀ a : Matrix n n ℂ, (kernelNormSq a : ℂ) = (aᴴ * a).trace := fun a => by
    simp only [kernelNormSq, Matrix.trace, Matrix.diag_apply, Matrix.mul_apply,
      Matrix.conjTranspose_apply]
    push_cast
    rw [Finset.sum_comm]
    exact Finset.sum_congr rfl fun x _ => Finset.sum_congr rfl fun y _ =>
      (Complex.conj_mul' _).symm
  have hd : Φ * (f - fittedKernel Φ W) * Φᴴ = 0 := by
    rw [Matrix.mul_sub, Matrix.sub_mul]
    exact sub_eq_zero.mpr (hf.trans (fittedKernel_reproduces Φ W hΦ).symm)
  obtain ⟨M, hM⟩ : ∃ M : Matrix m m ℂ, (fittedKernel Φ W)ᴴ = Φᴴ * (M * Φ) :=
    ⟨((overlap Φ)⁻¹ * W * (overlap Φ)⁻¹)ᴴ, by
      simp only [fittedKernel, Matrix.conjTranspose_mul,
        Matrix.conjTranspose_conjTranspose, Matrix.mul_assoc]⟩
  generalize fittedKernel Φ W = k at hd hM ⊢
  -- the difference is orthogonal to the fitted kernel
  have h1 : (kᴴ * (f - k)).trace = 0 := by
    rw [hM, Matrix.mul_assoc, Matrix.trace_mul_comm]
    have h : M * Φ * (f - k) * Φᴴ = M * (Φ * (f - k) * Φᴴ) := by
      simp only [Matrix.mul_assoc]
    rw [h, hd, Matrix.mul_zero, Matrix.trace_zero]
  have h2 : ((f - k)ᴴ * k).trace = 0 := by
    have h := Matrix.trace_conjTranspose (kᴴ * (f - k))
    rwa [h1, star_zero, Matrix.conjTranspose_mul,
      Matrix.conjTranspose_conjTranspose] at h
  have key : fᴴ * f = kᴴ * k + (f - k)ᴴ * (f - k) + kᴴ * (f - k) + (f - k)ᴴ * k := by
    rw [Matrix.conjTranspose_sub]
    noncomm_ring
  apply Complex.ofReal_injective
  rw [Complex.ofReal_add, ht, ht, ht, key, Matrix.trace_add, Matrix.trace_add,
    Matrix.trace_add, h1, h2, add_zero, add_zero]
```

If $f\neq k$, some entry of $d$ is nonzero, so $\|d\|^2>0$ and $\|k\|^2<\|f\|^2$. The proof finds such an entry and adds up the non-negative squares.

```lean
/-- For linearly independent transition densities, every other kernel that reproduces `W`
has a strictly larger Frobenius norm than the fitted kernel. -/
theorem fittedKernel_minimal (Φ : Matrix m n ℂ) (W : Matrix m m ℂ)
    (hΦ : LinearIndependent ℂ (fun i => Φ i)) (f : Matrix n n ℂ)
    (hf : couplingMatrix Φ f = W) (hne : f ≠ fittedKernel Φ W) :
    kernelNormSq (fittedKernel Φ W) < kernelNormSq f := by
  obtain ⟨x, y, hxy⟩ : ∃ x y, (f - fittedKernel Φ W) x y ≠ 0 := by
    by_contra! h
    exact hne (sub_eq_zero.mp (Matrix.ext h))
  have hpos : 0 < kernelNormSq (f - fittedKernel Φ W) :=
    Finset.sum_pos' (fun _ _ => Finset.sum_nonneg fun _ _ => sq_nonneg _)
      ⟨x, Finset.mem_univ x, Finset.sum_pos' (fun _ _ => sq_nonneg _)
        ⟨y, Finset.mem_univ y, pow_pos (norm_pos_iff.mpr hxy) 2⟩⟩
  linarith [kernelNormSq_eq_add Φ W hΦ f hf]
```

## Two transitions on three grid points

Take

$$\Phi=\begin{pmatrix}1&0&1\\0&1&1\end{pmatrix},\quad
G=\begin{pmatrix}2&1\\1&2\end{pmatrix},\quad
W=\begin{pmatrix}4&2\\2&1\end{pmatrix}.$$

With $G^{-1}=\tfrac13\begin{pmatrix}2&-1\\-1&2\end{pmatrix}$ one finds $G^{-1}WG^{-1}=\begin{pmatrix}1&0\\0&0\end{pmatrix}$, and the fitted kernel is

$$k=\begin{pmatrix}1&0&1\\0&0&0\\1&0&1\end{pmatrix},\qquad \|k\|^2=4 .$$

The local kernel $f=\operatorname{diag}(2,-1,2)$ gives the same couplings: $2+2=4$ and $-1+2=1$ on the diagonal, and $2$ off it. Its squared norm is $9$. The difference $f-k$ has five entries of modulus $1$ and no others, so $9=4+5$, as the identity requires. The smallest kernel is nonlocal here, although a local one exists. The numbers illustrate only the algebra: transition densities between orthogonal orbitals integrate to zero, which these rows, having no negative entries, cannot do.

## Proportional densities give proportional rows

Suppose that $\Phi_{ix}=c\,\Phi_{jx}$ at every grid point. Then for every kernel $f$ and every transition $k$ (now an index),

$$(\Phi f\Phi^\dagger)_{ik}=\sum_x c\,\Phi_{jx}(f\Phi^\dagger)_{xk}=c\,(\Phi f\Phi^\dagger)_{jk} .$$

For a purely algebraic example, which again ignores that transition densities between orthogonal orbitals integrate to zero, let the rows of $\Phi$ on two grid points be $(1,1)$ and $(2,2)$. The second row of any coupling matrix is then twice the first, so the identity matrix is unreachable. A Bethe–Salpeter calculation can distinguish two pair states with proportional densities through their orbitals, whereas a static kernel in this finite model has only their densities to work with.

The Lean proof expands the matrix product and takes $c$ out of the sum over $x$.

```lean
omit [Fintype m] [DecidableEq m] [DecidableEq n] in
/-- If one transition density is `c` times another, then for every kernel the corresponding
rows of the coupling matrix are related by the same factor. -/
theorem proportional_densities (Φ : Matrix m n ℂ) (f : Matrix n n ℂ) (i j : m) (c : ℂ)
    (h : ∀ x, Φ i x = c * Φ j x) (k : m) :
    couplingMatrix Φ f i k = c * couplingMatrix Φ f j k := by
  simp only [couplingMatrix, Matrix.mul_assoc]
  rw [Matrix.mul_apply, Matrix.mul_apply, Finset.mul_sum]
  exact Finset.sum_congr rfl fun x _ => by rw [h x, mul_assoc]

end

end TDDFTKernelFitting
```

```lean
#print axioms TDDFTKernelFitting.every_target_iff
#print axioms TDDFTKernelFitting.fittedKernel_minimal
#print axioms TDDFTKernelFitting.proportional_densities
```

```
'TDDFTKernelFitting.every_target_iff' depends on axioms: [propext, Classical.choice, Quot.sound]
'TDDFTKernelFitting.fittedKernel_minimal' depends on axioms: [propext, Classical.choice, Quot.sound]
'TDDFTKernelFitting.proportional_densities' depends on axioms: [propext, Classical.choice, Quot.sound]
```
